# The LNV functional of a fixed Hamiltonian is stationary at an idempotent density matrix exactly when the two commute

Independent electrons with a one-particle Hamiltonian $F$ fill a set of orbitals, and the projector $P$ onto these orbitals is their density matrix. Its idempotency, $P^2=P$, says that every occupation is 0 or 1. Some linear-scaling methods avoid diagonalising $F$ by varying a trial matrix $L$ that need not be idempotent. The Li–Nunes–Vanderbilt (LNV) functional purifies $L$ before taking the energy:

$$E(L)=\operatorname{tr}F(3L^2-2L^3).$$

At which idempotent matrices is $E$ stationary?

## From the slope to the commutator

Let $L$ change to $L+tD$, with $t$ real. The terms linear in $t$ give the slope

$$\operatorname{tr}F\big[3(LD+DL)-2(LLD+LDL+DLL)\big].$$

Moving $D$ to the right end by cyclicity of the trace turns this into $\operatorname{tr}(GD)$, with the gradient

$$G(L)=3(FL+LF)-2(FLL+LFL+LLF).$$

Now set $L=P$ and $Q=1-P$. Since $P^2=P$,

$$G=3(FP+PF)-2(FP+PFP+PF)=FP+PF-2PFP=PFQ+QFP.$$

By cyclicity again, the slope is $\operatorname{tr}F(PDQ+QDP)$. Replacing $F$ by $F-\mu$, with $\mu$ a chemical potential, changes nothing in $G$ at $P$, because $PQ=QP=0$.

The same relations give $PG=PF-PFP$ and $GP=FP-PFP$. If $G=0$, then $PF=PFP=FP$. Conversely, if $FP=PF$, then $PFQ=FPQ=0$ and $QFP=QPF=0$.

Suppose finally that $\operatorname{tr}(GD)=0$ for every Hermitian $D$. The choices $D=G+G^\dagger$ and $D=i(G-G^\dagger)$ give $\operatorname{tr}GG+\operatorname{tr}GG^\dagger=0$ and $\operatorname{tr}GG-\operatorname{tr}GG^\dagger=0$. Subtracting, $\operatorname{tr}GG^\dagger=\sum_{ij}|G_{ij}|^2=0$, so $G=0$. Stationarity along all Hermitian directions is therefore equivalent to $FP=PF$.

If $F$ and $P$ are Hermitian and do not commute, $G$ is Hermitian and nonzero. Along $D=-G$ the slope is $-\operatorname{tr}G^2=-\sum_{ij}|G_{ij}|^2<0$.

If the basis consists of a single orbital, $F$ and $L$ are numbers $f$ and $l$, and $P$ is 0 or 1 and always commutes with $F$. Correspondingly, $E(l)=f(3l^2-2l^3)$ has slope $6fl(1-l)$, which vanishes at both occupations.

## Matrices, functional and gradient in Lean

The finite type `n` labels an orthonormal basis, and operators are complex matrices over it.

```lean
import Mathlib

open scoped Matrix

namespace LNVFunctional

noncomputable section

variable {n : Type*} [Fintype n]
```

The next definitions are the purification polynomial, $E(L)$, $G(L)$ and the squared Frobenius norm. `F` is a fixed argument, so self-consistent dependence on the density is not covered, nor is truncation of `L` to a sparse pattern.

```lean
/-- The purification polynomial `3L² - 2L³` of a trial density matrix `L`. -/
def purify (L : Matrix n n ℂ) : Matrix n n ℂ :=
  (3 : ℂ) • (L * L) - (2 : ℂ) • (L * L * L)

/-- The LNV functional: the trace of `F` with the purified trial density matrix. -/
def lnv (F L : Matrix n n ℂ) : ℂ := Matrix.trace (F * purify L)

/-- The LNV gradient `3(FL + LF) - 2(FLL + LFL + LLF)`. -/
def lnvGradient (F L : Matrix n n ℂ) : Matrix n n ℂ :=
  (3 : ℂ) • (F * L + L * F) - (2 : ℂ) • (F * L * L + L * F * L + L * L * F)

/-- The squared Frobenius norm, the sum of the squared moduli of all matrix elements. -/
def frobSq (G : Matrix n n ℂ) : ℝ := ∑ i, ∑ j, ‖G i j‖ ^ 2
```

## The slope at an arbitrary trial matrix

`HasDerivAt` states that the complex-valued function of real `t` is differentiable at 0 with the given derivative. In the proof, `h1` to `h3` are the cyclic moves, `hexp` expands the purification in full, and `hp` differentiates the resulting cubic.

```lean
/-- At any trial density matrix `L`, the slope of the LNV functional along `D` is the trace
of the gradient times `D`. -/
theorem lnv_hasDerivAt (F L D : Matrix n n ℂ) :
    HasDerivAt (fun t : ℝ => lnv F (L + (t : ℂ) • D))
      (Matrix.trace (lnvGradient F L * D)) 0 := by
  -- cyclicity of the trace moves `D` to the right end
  have h1 : Matrix.trace (F * (D * L)) = Matrix.trace (L * (F * D)) := by
    have h := Matrix.trace_mul_comm (F * D) L
    simpa only [Matrix.mul_assoc] using h
  have h2 : Matrix.trace (F * (L * (D * L))) = Matrix.trace (L * (F * (L * D))) := by
    have h := Matrix.trace_mul_comm (F * (L * D)) L
    simpa only [Matrix.mul_assoc] using h
  have h3 : Matrix.trace (F * (D * (L * L))) = Matrix.trace (L * (L * (F * D))) := by
    have h := Matrix.trace_mul_comm (F * D) (L * L)
    simpa only [Matrix.mul_assoc] using h
  have hA : Matrix.trace (F * ((3 : ℂ) • (L * D + D * L)
      - (2 : ℂ) • (L * L * D + L * D * L + D * L * L)))
      = Matrix.trace (lnvGradient F L * D) := by
    simp only [lnvGradient, mul_add, mul_sub, add_mul, sub_mul, Matrix.mul_smul,
      Matrix.smul_mul, Matrix.trace_add, Matrix.trace_sub, Matrix.trace_smul, smul_eq_mul,
      Matrix.mul_assoc]
    linear_combination 3 * h1 - 2 * h2 - 2 * h3
  -- along the line the functional is a cubic polynomial
  have hexp : ∀ z : ℂ, purify (L + z • D) = purify L
      + z • ((3 : ℂ) • (L * D + D * L) - (2 : ℂ) • (L * L * D + L * D * L + D * L * L))
      + z ^ 2 • ((3 : ℂ) • (D * D) - (2 : ℂ) • (L * D * D + D * L * D + D * D * L))
      + z ^ 3 • ((-2 : ℂ) • (D * D * D)) := by
    intro z
    simp only [purify, mul_add, add_mul, Matrix.mul_smul, Matrix.smul_mul, Matrix.mul_assoc]
    module
  have key : ∀ z : ℂ, lnv F (L + z • D) = lnv F L + z * Matrix.trace (lnvGradient F L * D)
      + z ^ 2 * Matrix.trace (F * ((3 : ℂ) • (D * D)
        - (2 : ℂ) • (L * D * D + D * L * D + D * D * L)))
      + z ^ 3 * Matrix.trace (F * ((-2 : ℂ) • (D * D * D))) := by
    intro z
    rw [← hA, lnv, hexp, mul_add, mul_add, mul_add, Matrix.trace_add, Matrix.trace_add,
      Matrix.trace_add, Matrix.mul_smul F z, Matrix.mul_smul F (z ^ 2),
      Matrix.mul_smul F (z ^ 3), Matrix.trace_smul, Matrix.trace_smul, Matrix.trace_smul]
    simp only [smul_eq_mul, lnv]
  have hp : ∀ a g b c : ℂ,
      HasDerivAt (fun z : ℂ => a + z * g + z ^ 2 * b + z ^ 3 * c) g ((0 : ℝ) : ℂ) := by
    intro a g b c
    rw [Complex.ofReal_zero]
    have h := ((((hasDerivAt_id' (0 : ℂ)).mul_const g).const_add a).fun_add
      ((hasDerivAt_pow 2 (0 : ℂ)).mul_const b)).fun_add
      ((hasDerivAt_pow 3 (0 : ℂ)).mul_const c)
    exact h.congr_deriv (by simp)
  simp only [key]
  exact (hp _ _ _ _).comp_ofReal
```

## Hermitian directions detect every nonzero gradient

The first two lemmas identify $\operatorname{tr}GG^\dagger$ with the squared norm and show that it is positive for $G\ne0$. The third uses the two test directions from the derivation.

```lean
/-- The trace of `G` times its adjoint is the squared Frobenius norm of `G`. -/
theorem trace_mul_adjoint (G : Matrix n n ℂ) :
    Matrix.trace (G * Gᴴ) = (frobSq G : ℂ) := by
  simp only [frobSq, Matrix.trace, Matrix.diag_apply, Matrix.mul_apply,
    Matrix.conjTranspose_apply, Complex.ofReal_sum]
  refine Finset.sum_congr rfl fun i _ => Finset.sum_congr rfl fun j _ => ?_
  rw [Complex.star_def, Complex.mul_conj, Complex.normSq_eq_norm_sq]

/-- A nonzero matrix has a strictly positive squared Frobenius norm. -/
theorem frobSq_pos {G : Matrix n n ℂ} (hG : G ≠ 0) : 0 < frobSq G := by
  have hex : ∃ i j, G i j ≠ 0 := by
    by_contra h
    simp only [not_exists, ne_eq, not_not] at h
    exact hG (Matrix.ext fun i j => h i j)
  obtain ⟨i, j, hij⟩ := hex
  exact Finset.sum_pos' (fun _ _ => Finset.sum_nonneg fun _ _ => sq_nonneg _)
    ⟨i, Finset.mem_univ _, Finset.sum_pos' (fun _ _ => sq_nonneg _)
      ⟨j, Finset.mem_univ _, pow_pos (norm_pos_iff.mpr hij) 2⟩⟩

/-- A matrix whose trace with every Hermitian matrix vanishes is zero. -/
theorem eq_zero_of_trace_hermitian (G : Matrix n n ℂ)
    (h : ∀ D : Matrix n n ℂ, D.IsHermitian → Matrix.trace (G * D) = 0) : G = 0 := by
  -- test with the two Hermitian combinations of `G` and its adjoint
  have h1 := h (G + Gᴴ) (by
    show (G + Gᴴ)ᴴ = G + Gᴴ
    rw [Matrix.conjTranspose_add, Matrix.conjTranspose_conjTranspose, add_comm])
  have h2 := h (Complex.I • (G - Gᴴ)) (by
    show (Complex.I • (G - Gᴴ))ᴴ = Complex.I • (G - Gᴴ)
    rw [Matrix.conjTranspose_smul, Matrix.conjTranspose_sub,
      Matrix.conjTranspose_conjTranspose, Complex.star_def, Complex.conj_I]
    module)
  rw [mul_add, Matrix.trace_add] at h1
  rw [Matrix.mul_smul, mul_sub, Matrix.trace_smul, Matrix.trace_sub, smul_eq_mul] at h2
  have h3 := (mul_eq_zero.mp h2).resolve_left Complex.I_ne_zero
  have h4 : Matrix.trace (G * Gᴴ) = 0 := by linear_combination (h1 - h3) / 2
  rw [trace_mul_adjoint] at h4
  by_contra hG
  exact (frobSq_pos hG).ne' (Complex.ofReal_eq_zero.mp h4)
```

## The gradient at an idempotent matrix

Here `hP` is the idempotency of `P`; Hermiticity is not needed. The three results are the block form of $G$, its independence of the chemical potential, and the slope formula.

```lean
variable [DecidableEq n]

/-- At an idempotent `P` with complement `Q = 1 - P`, the LNV gradient is `PFQ + QFP`. -/
theorem lnvGradient_idempotent (F : Matrix n n ℂ) {P : Matrix n n ℂ} (hP : P * P = P) :
    lnvGradient F P = P * F * (1 - P) + (1 - P) * F * P := by
  rw [lnvGradient, Matrix.mul_assoc F P P, hP]
  simp only [mul_sub, sub_mul, mul_one, one_mul]
  module

/-- At an idempotent `P`, shifting `F` by a chemical potential `μ` leaves the LNV gradient
unchanged. -/
theorem lnvGradient_shift (F : Matrix n n ℂ) {P : Matrix n n ℂ} (hP : P * P = P) (μ : ℂ) :
    lnvGradient (F - μ • (1 : Matrix n n ℂ)) P = lnvGradient F P := by
  rw [lnvGradient_idempotent _ hP, lnvGradient_idempotent _ hP]
  simp only [mul_sub, sub_mul, Matrix.mul_smul, Matrix.smul_mul, mul_one, one_mul, hP]
  module

/-- At an idempotent `P` with `Q = 1 - P`, the slope of the LNV functional along `D` is the
trace of `F(PDQ + QDP)`. -/
theorem lnv_hasDerivAt_idempotent (F D : Matrix n n ℂ) {P : Matrix n n ℂ}
    (hP : P * P = P) :
    HasDerivAt (fun t : ℝ => lnv F (P + (t : ℂ) • D))
      (Matrix.trace (F * (P * D * (1 - P) + (1 - P) * D * P))) 0 := by
  refine (lnv_hasDerivAt F P D).congr_deriv ?_
  have hc : ∀ X Y : Matrix n n ℂ,
      Matrix.trace (X * F * Y * D) = Matrix.trace (F * (Y * D * X)) := by
    intro X Y
    have h := Matrix.trace_mul_comm X (F * (Y * D))
    simpa only [Matrix.mul_assoc] using h
  rw [lnvGradient_idempotent F hP, add_mul, mul_add, Matrix.trace_add, Matrix.trace_add,
    hc, hc]
  exact add_comm _ _
```

Multiplication by `P` from the left and from the right, in `hl` and `hr`, then yields the commutator criterion.

```lean
/-- At an idempotent `P`, the LNV gradient vanishes exactly when `F` and `P` commute. -/
theorem lnvGradient_eq_zero_iff (F : Matrix n n ℂ) {P : Matrix n n ℂ} (hP : P * P = P) :
    lnvGradient F P = 0 ↔ F * P = P * F := by
  rw [lnvGradient_idempotent F hP]
  constructor
  · intro h
    -- multiplying by `P` on either side isolates one off-diagonal block
    have hl : P * (P * F * (1 - P) + (1 - P) * F * P) = P * F - P * F * P := by
      calc _ = (P * P) * F - (P * P) * F * P + (P - P * P) * F * P := by noncomm_ring
        _ = _ := by rw [hP]; simp
    have hr : (P * F * (1 - P) + (1 - P) * F * P) * P = F * P - P * F * P := by
      calc _ = P * F * (P - P * P) + (F * (P * P) - P * F * (P * P)) := by noncomm_ring
        _ = _ := by rw [hP]; simp
    rw [h, mul_zero] at hl
    rw [h, zero_mul] at hr
    exact (sub_eq_zero.mp hr.symm).trans (sub_eq_zero.mp hl.symm).symm
  · intro h
    have e : P * F * P = P * F := by rw [Matrix.mul_assoc, h, ← Matrix.mul_assoc, hP]
    simp only [mul_sub, sub_mul, mul_one, one_mul, e, h, sub_self, add_zero]
```

## Stationarity and descent

The left side of the equivalence says that the slope is zero along every Hermitian `D`. Uniqueness of derivatives turns this into $\operatorname{tr}(GD)=0$, and the preceding lemmas finish the argument.

```lean
/-- An idempotent `P` is a stationary point of the LNV functional along all Hermitian
directions exactly when `F` and `P` commute. -/
theorem lnv_stationary_iff (F : Matrix n n ℂ) {P : Matrix n n ℂ} (hP : P * P = P) :
    (∀ D : Matrix n n ℂ, D.IsHermitian →
      HasDerivAt (fun t : ℝ => lnv F (P + (t : ℂ) • D)) 0 0) ↔ F * P = P * F := by
  rw [← lnvGradient_eq_zero_iff F hP]
  constructor
  · intro h
    exact eq_zero_of_trace_hermitian _ fun D hD =>
      (lnv_hasDerivAt F P D).unique (h D hD)
  · intro h D _
    exact (lnv_hasDerivAt F P D).congr_deriv (by rw [h, zero_mul, Matrix.trace_zero])
```

For linear-scaling electronic structure with fixed `F` and no truncation, a vanishing gradient at an idempotent matrix thus signals commutation with `F`. It does not single out the ground state: a projector onto any set of eigenvectors of a Hermitian `F` commutes with it.

If the trace of $L$ is held fixed, only traceless $D$ are admitted. The criterion stays the same: $\operatorname{tr}G=0$ at $P$, so removing the trace part of $D$ leaves the slope unchanged.

The descent theorem does assume that `F` and `P` are Hermitian, which makes the direction $-G$ Hermitian too.

```lean
/-- If `F` and the idempotent `P` are Hermitian and do not commute, the negative gradient is a
Hermitian direction along which the LNV functional has a strictly negative slope, minus the
squared Frobenius norm of the gradient. -/
theorem lnv_descent {F P : Matrix n n ℂ} (hF : F.IsHermitian) (hPh : P.IsHermitian)
    (hP : P * P = P) (hFP : F * P ≠ P * F) :
    (-lnvGradient F P).IsHermitian ∧
    HasDerivAt (fun t : ℝ => lnv F (P + (t : ℂ) • (-lnvGradient F P)))
      (-(frobSq (lnvGradient F P) : ℂ)) 0 ∧
    0 < frobSq (lnvGradient F P) := by
  have hG : (lnvGradient F P)ᴴ = lnvGradient F P := by
    rw [lnvGradient_idempotent F hP]
    simp only [Matrix.conjTranspose_add, Matrix.conjTranspose_mul, Matrix.conjTranspose_sub,
      Matrix.conjTranspose_one, hF.eq, hPh.eq, Matrix.mul_assoc]
    exact add_comm _ _
  refine ⟨?_, ?_, frobSq_pos fun h => hFP ((lnvGradient_eq_zero_iff F hP).mp h)⟩
  · show (-lnvGradient F P)ᴴ = -lnvGradient F P
    rw [Matrix.conjTranspose_neg, hG]
  · refine (lnv_hasDerivAt F P _).congr_deriv ?_
    rw [mul_neg, Matrix.trace_neg, ← trace_mul_adjoint, hG]
```

A two-level system meets all its hypotheses. There $G=F$, and the slope along $-G$ is $-2$.

```lean
/-- In a two-level system, the projector on the first level and the Hermitian coupling of the
two levels do not commute. -/
theorem lnv_descent_witness :
    (!![0, 1; 1, 0] : Matrix (Fin 2) (Fin 2) ℂ).IsHermitian ∧
    (!![1, 0; 0, 0] : Matrix (Fin 2) (Fin 2) ℂ).IsHermitian ∧
    (!![1, 0; 0, 0] : Matrix (Fin 2) (Fin 2) ℂ) * !![1, 0; 0, 0] = !![1, 0; 0, 0] ∧
    (!![0, 1; 1, 0] : Matrix (Fin 2) (Fin 2) ℂ) * !![1, 0; 0, 0]
      ≠ !![1, 0; 0, 0] * !![0, 1; 1, 0] := by
  refine ⟨?_, ?_, ?_, ?_⟩
  · unfold Matrix.IsHermitian
    ext i j
    fin_cases i <;> fin_cases j <;> simp [Matrix.conjTranspose_apply]
  · unfold Matrix.IsHermitian
    ext i j
    fin_cases i <;> fin_cases j <;> simp [Matrix.conjTranspose_apply]
  · ext i j
    fin_cases i <;> fin_cases j <;> simp [Matrix.mul_apply, Fin.sum_univ_succ]
  · intro h
    have h01 := congrFun (congrFun h 0) 1
    simp [Matrix.mul_apply, Fin.sum_univ_succ] at h01

end

end LNVFunctional
```

```lean
#print axioms LNVFunctional.lnvGradient_shift
#print axioms LNVFunctional.lnv_hasDerivAt_idempotent
#print axioms LNVFunctional.lnv_stationary_iff
#print axioms LNVFunctional.lnv_descent
```

```
'LNVFunctional.lnvGradient_shift' depends on axioms: [propext, Classical.choice, Quot.sound]
'LNVFunctional.lnv_hasDerivAt_idempotent' depends on axioms: [propext, Classical.choice, Quot.sound]
'LNVFunctional.lnv_stationary_iff' depends on axioms: [propext, Classical.choice, Quot.sound]
'LNVFunctional.lnv_descent' depends on axioms: [propext, Classical.choice, Quot.sound]
```
